# The atan2 torsion angle is unchanged by rotations and, except at π, reversed by reflections

## Can I trust the two numbers I pass to atan2?

To evaluate a torsion term in a force field, my code takes three successive bond vectors b₁, b₂, b₃, forms

X = (b₁ × b₂) · (b₂ × b₃)

Y = b₁ · (b₂ × b₃)

and sets φ = atan2(|b₂| Y, X). For this to be the dihedral angle, X and |b₂| Y should be the cosine and sine of one angle times the factor |b₁ × b₂| |b₂ × b₃|, so that cos φ is the cosine of the angle between the two plane normals. This requires

X² + |b₂|² Y² = |b₁ × b₂|² |b₂ × b₃|².

I also rely on φ staying the same when the molecule is rotated and changing sign when it is reflected. That should follow if an orthogonal matrix Q, applied to all three bonds, keeps X and multiplies Y by det Q. I have seen these facts quoted often, but I would like a complete derivation and a version that a proof assistant has checked. Do they hold for all bond vectors, including collinear ones?

## Yes: one identity fixes the modulus, and det Q fixes the sign

Both algebraic facts hold for all real three-vectors. The angle inherits its behaviour from them, with one exception at φ = π that comes from the range of atan2.

### The identity from the two plane normals

Write n₁ = b₁ × b₂ and n₂ = b₂ × b₃ for the normals of the two planes, so that X = n₁ · n₂. The expansion of a double cross product gives

n₁ × n₂ = n₁ × (b₂ × b₃) = b₂ (n₁ · b₃) − b₃ (n₁ · b₂).

The last term vanishes because n₁ is perpendicular to b₂. In the first, the cyclic symmetry of the triple product gives n₁ · b₃ = (b₁ × b₂) · b₃ = b₁ · (b₂ × b₃) = Y. Hence

n₁ × n₂ = Y b₂.

Lagrange's identity for any two vectors says (n₁ · n₂)² + |n₁ × n₂|² = |n₁|² |n₂|². Inserting the two products yields

X² + |b₂|² Y² = |n₁|² |n₂|².

Nothing was divided by, so collinear bonds and zero vectors are included.

### What an orthogonal matrix does to X and Y

Let QᵀQ = 1. Scalar products are preserved:

(Qa) · (Qb) = a · (QᵀQ b) = a · b.

Taking determinants of QᵀQ = 1 gives (det Q)² = 1.

For the cross product, take any 3 × 3 matrix M and any vector c. A triple product is a determinant, so

c · Mᵀ(Ma × Mb) = (Mc) · (Ma × Mb) = det M · c · (a × b).

As c is arbitrary, Mᵀ(Ma × Mb) = det M (a × b). Now set M = Q and multiply by Q from the left. Since Q is square, QQᵀ = 1 as well, and

Qa × Qb = det Q · Q(a × b).

Both normals therefore pick up a factor det Q. The new values of X and Y are

X′ = (det Q)² (Qn₁) · (Qn₂) = n₁ · n₂ = X

Y′ = (Qb₁) · (det Q · Qn₂) = det Q · (b₁ · n₂) = det Q · Y.

### From the two numbers to the angle

Put z = X + i |b₂| Y and let φ be the argument of z, taken in (−π, π]. The identity says |z|² = (|n₁| |n₂|)². Both |z| and |n₁| |n₂| are non-negative, so they are equal, and the polar form of z reads

X = |n₁| |n₂| cos φ

|b₂| Y = |n₁| |n₂| sin φ.

When both normals are non-zero, cos φ is thus the cosine of the angle between them, and the sign of φ is the sign of Y if Y ≠ 0.

A proper rotation has det Q = 1 and keeps X, Y and |b₂|, so it keeps z and φ. An improper transformation has det Q = −1 and replaces z by its complex conjugate, which reverses the argument. The exception is φ = π: there z is a negative real number, equal to its own conjugate, and the angle stays at π because −π lies outside the chosen range.

Reading the chain from the other end replaces (b₁, b₂, b₃) by (−b₃, −b₂, −b₁). The new normals are −n₂ and −n₁, so X is unchanged. The new triple product is

(−b₃) · ((−b₂) × (−b₁)) = −b₃ · (b₂ × b₁) = b₃ · (b₁ × b₂) = Y.

The length of the middle bond is also unchanged, and φ with it.

### The Lean 4 file

```lean
import Mathlib

open Matrix

namespace TorsionGeometry

noncomputable section

/-- The Euclidean length of a vector in three-dimensional space. -/
def len (v : Fin 3 → ℝ) : ℝ := √(v ⬝ᵥ v)

/-- The quantity `X`: the scalar product of the normals `b₁ × b₂` and `b₂ × b₃`. -/
def normalOverlap (b₁ b₂ b₃ : Fin 3 → ℝ) : ℝ := (b₁ ⨯₃ b₂) ⬝ᵥ (b₂ ⨯₃ b₃)

/-- The quantity `Y`: the triple product `b₁ · (b₂ × b₃)` of three bond vectors. -/
def tripleProduct (b₁ b₂ b₃ : Fin 3 → ℝ) : ℝ := b₁ ⬝ᵥ (b₂ ⨯₃ b₃)

/-- The complex number `X + i |b₂| Y` built from three successive bond vectors. -/
def torsionPoint (b₁ b₂ b₃ : Fin 3 → ℝ) : ℂ :=
  ⟨normalOverlap b₁ b₂ b₃, len b₂ * tripleProduct b₁ b₂ b₃⟩

/-- The torsion angle about the middle bond, in `(-π, π]`, as the argument of `X + i |b₂| Y`.
It is geometrically meaningful when neither pair of successive bonds is collinear. -/
def torsionAngle (b₁ b₂ b₃ : Fin 3 → ℝ) : ℝ := Complex.arg (torsionPoint b₁ b₂ b₃)

/-- The squared length of a vector is its scalar product with itself. -/
theorem len_sq (v : Fin 3 → ℝ) : len v ^ 2 = v ⬝ᵥ v :=
  Real.sq_sqrt (Finset.sum_nonneg fun i _ => mul_self_nonneg (v i))

/-- For any three bond vectors, `X² + |b₂|² Y² = |b₁ × b₂|² |b₂ × b₃|²`. -/
theorem torsion_identity (b₁ b₂ b₃ : Fin 3 → ℝ) :
    normalOverlap b₁ b₂ b₃ ^ 2 + len b₂ ^ 2 * tripleProduct b₁ b₂ b₃ ^ 2
      = len (b₁ ⨯₃ b₂) ^ 2 * len (b₂ ⨯₃ b₃) ^ 2 := by
  rw [len_sq, len_sq, len_sq]
  -- what remains is a polynomial identity in the nine components
  simp [normalOverlap, tripleProduct, cross_apply, dotProduct, Fin.sum_univ_three]
  ring

/-- An orthogonal matrix preserves scalar products. -/
theorem dot_orthogonal {Q : Matrix (Fin 3) (Fin 3) ℝ} (hQ : Qᵀ * Q = 1)
    (a b : Fin 3 → ℝ) : (Q *ᵥ a) ⬝ᵥ (Q *ᵥ b) = a ⬝ᵥ b := by
  rw [Matrix.dotProduct_mulVec, ← Matrix.mulVec_transpose, Matrix.mulVec_mulVec, hQ,
    Matrix.one_mulVec]

/-- The cross product is an axial vector: for orthogonal `Q`,
`Qa × Qb = (det Q) Q(a × b)`. -/
theorem cross_orthogonal {Q : Matrix (Fin 3) (Fin 3) ℝ} (hQ : Qᵀ * Q = 1)
    (a b : Fin 3 → ℝ) : (Q *ᵥ a) ⨯₃ (Q *ᵥ b) = Q.det • (Q *ᵥ (a ⨯₃ b)) := by
  -- the cofactor identity, valid for every matrix
  have key : Qᵀ *ᵥ ((Q *ᵥ a) ⨯₃ (Q *ᵥ b)) = Q.det • (a ⨯₃ b) := by
    ext i
    fin_cases i <;>
      simp [cross_apply, Matrix.mulVec, dotProduct, Fin.sum_univ_three,
        Matrix.det_fin_three] <;> ring
  have hQ' : Q * Qᵀ = 1 := mul_eq_one_comm.mp hQ
  calc (Q *ᵥ a) ⨯₃ (Q *ᵥ b) = (Q * Qᵀ) *ᵥ ((Q *ᵥ a) ⨯₃ (Q *ᵥ b)) := by
        rw [hQ', Matrix.one_mulVec]
    _ = Q.det • (Q *ᵥ (a ⨯₃ b)) := by
        rw [← Matrix.mulVec_mulVec, key, Matrix.mulVec_smul]

/-- Applying an orthogonal matrix `Q` to all three bonds keeps `X` and multiplies `Y`
by `det Q`. -/
theorem orthogonal_transformation {Q : Matrix (Fin 3) (Fin 3) ℝ} (hQ : Qᵀ * Q = 1)
    (b₁ b₂ b₃ : Fin 3 → ℝ) :
    normalOverlap (Q *ᵥ b₁) (Q *ᵥ b₂) (Q *ᵥ b₃) = normalOverlap b₁ b₂ b₃ ∧
    tripleProduct (Q *ᵥ b₁) (Q *ᵥ b₂) (Q *ᵥ b₃) = Q.det * tripleProduct b₁ b₂ b₃ := by
  have hd : Q.det * Q.det = 1 := by
    have h := congrArg Matrix.det hQ
    rwa [Matrix.det_mul, Matrix.det_transpose, Matrix.det_one] at h
  constructor
  · -- both normals acquire a factor det Q, and the two factors cancel
    unfold normalOverlap
    rw [cross_orthogonal hQ, cross_orthogonal hQ, smul_dotProduct, dotProduct_smul,
      dot_orthogonal hQ, smul_eq_mul, smul_eq_mul, ← mul_assoc, hd, one_mul]
  · unfold tripleProduct
    rw [cross_orthogonal hQ, dotProduct_smul, dot_orthogonal hQ, smul_eq_mul]

/-- With `φ` the torsion angle, `X = |b₁ × b₂| |b₂ × b₃| cos φ` and
`|b₂| Y = |b₁ × b₂| |b₂ × b₃| sin φ`. -/
theorem torsion_cos_sin (b₁ b₂ b₃ : Fin 3 → ℝ) :
    normalOverlap b₁ b₂ b₃
      = len (b₁ ⨯₃ b₂) * len (b₂ ⨯₃ b₃) * Real.cos (torsionAngle b₁ b₂ b₃) ∧
    len b₂ * tripleProduct b₁ b₂ b₃
      = len (b₁ ⨯₃ b₂) * len (b₂ ⨯₃ b₃) * Real.sin (torsionAngle b₁ b₂ b₃) := by
  -- the torsion identity gives the modulus of X + i |b₂| Y
  have h0 : ∀ v : Fin 3 → ℝ, 0 ≤ len v := fun v => Real.sqrt_nonneg _
  have hn : ‖torsionPoint b₁ b₂ b₃‖ = len (b₁ ⨯₃ b₂) * len (b₂ ⨯₃ b₃) := by
    refine (sq_eq_sq₀ (norm_nonneg _)
      (mul_nonneg (h0 (b₁ ⨯₃ b₂)) (h0 (b₂ ⨯₃ b₃)))).mp ?_
    rw [Complex.sq_norm, torsionPoint, Complex.normSq_mk]
    linear_combination torsion_identity b₁ b₂ b₃
  rw [← hn]
  exact ⟨(Complex.norm_mul_cos_arg (torsionPoint b₁ b₂ b₃)).symm,
    (Complex.norm_mul_sin_arg (torsionPoint b₁ b₂ b₃)).symm⟩

/-- A proper rotation of all three bonds leaves the torsion angle unchanged. -/
theorem torsionAngle_rotation {Q : Matrix (Fin 3) (Fin 3) ℝ} (hQ : Qᵀ * Q = 1)
    (hdet : Q.det = 1) (b₁ b₂ b₃ : Fin 3 → ℝ) :
    torsionAngle (Q *ᵥ b₁) (Q *ᵥ b₂) (Q *ᵥ b₃) = torsionAngle b₁ b₂ b₃ := by
  obtain ⟨hX, hY⟩ := orthogonal_transformation hQ b₁ b₂ b₃
  have hl : len (Q *ᵥ b₂) = len b₂ := by rw [len, len, dot_orthogonal hQ]
  unfold torsionAngle torsionPoint
  rw [hX, hY, hl, hdet, one_mul]

/-- An orthogonal transformation of determinant `-1` reverses the sign of a torsion angle
different from `π`. -/
theorem torsionAngle_reflection {Q : Matrix (Fin 3) (Fin 3) ℝ} (hQ : Qᵀ * Q = 1)
    (hdet : Q.det = -1) (b₁ b₂ b₃ : Fin 3 → ℝ) (hπ : torsionAngle b₁ b₂ b₃ ≠ Real.pi) :
    torsionAngle (Q *ᵥ b₁) (Q *ᵥ b₂) (Q *ᵥ b₃) = -torsionAngle b₁ b₂ b₃ := by
  obtain ⟨hX, hY⟩ := orthogonal_transformation hQ b₁ b₂ b₃
  have hl : len (Q *ᵥ b₂) = len b₂ := by rw [len, len, dot_orthogonal hQ]
  -- the transformation conjugates X + i |b₂| Y
  have hc : torsionPoint (Q *ᵥ b₁) (Q *ᵥ b₂) (Q *ᵥ b₃)
      = starRingEnd ℂ (torsionPoint b₁ b₂ b₃) := by
    apply Complex.ext
    · rw [Complex.conj_re]
      exact hX
    · rw [Complex.conj_im]
      change len (Q *ᵥ b₂) * tripleProduct (Q *ᵥ b₁) (Q *ᵥ b₂) (Q *ᵥ b₃)
        = -(len b₂ * tripleProduct b₁ b₂ b₃)
      rw [hY, hl, hdet]
      ring
  unfold torsionAngle at hπ ⊢
  rw [hc, Complex.arg_conj, if_neg hπ]

/-- The torsion angle is the same when the chain is read from its other end, which reverses
the order and the direction of the bonds. -/
theorem torsionAngle_reverse (b₁ b₂ b₃ : Fin 3 → ℝ) :
    torsionAngle (-b₃) (-b₂) (-b₁) = torsionAngle b₁ b₂ b₃ := by
  have hX : normalOverlap (-b₃) (-b₂) (-b₁) = normalOverlap b₁ b₂ b₃ := by
    simp [normalOverlap, cross_apply, dotProduct, Fin.sum_univ_three]
    ring
  have hY : tripleProduct (-b₃) (-b₂) (-b₁) = tripleProduct b₁ b₂ b₃ := by
    simp [tripleProduct, cross_apply, dotProduct, Fin.sum_univ_three]
    ring
  have hl : len (-b₂) = len b₂ := by simp [len]
  unfold torsionAngle torsionPoint
  rw [hX, hY, hl]

end

end TorsionGeometry
```

```lean
#print axioms TorsionGeometry.torsion_cos_sin
#print axioms TorsionGeometry.torsionAngle_rotation
#print axioms TorsionGeometry.torsionAngle_reflection
#print axioms TorsionGeometry.torsionAngle_reverse
```

```
'TorsionGeometry.torsion_cos_sin' depends on axioms: [propext, Classical.choice, Quot.sound]
'TorsionGeometry.torsionAngle_rotation' depends on axioms: [propext, Classical.choice, Quot.sound]
'TorsionGeometry.torsionAngle_reflection' depends on axioms: [propext, Classical.choice, Quot.sound]
'TorsionGeometry.torsionAngle_reverse' depends on axioms: [propext, Classical.choice, Quot.sound]
```

### Bond vectors, lengths and angles as Lean objects

A bond vector is a function `Fin 3 → ℝ`, that is, three real components. The symbols `⬝ᵥ`, `⨯₃` and `*ᵥ` are the scalar product, the cross product and the action of a matrix on a vector. The file defines its own `len` as the square root of `v ⬝ᵥ v`, because the norm that Mathlib attaches to this function type is the largest absolute component and not the Euclidean length. X is `normalOverlap`, Y is `tripleProduct`, z is `torsionPoint` and φ is `torsionAngle`.

The statements then read as follows.

- `torsion_identity`: the identity holds for every choice of three bond vectors.
- `orthogonal_transformation`: if `Qᵀ * Q = 1`, applying `Q` to all three bonds keeps X and multiplies Y by `Q.det`.
- `torsion_cos_sin`: X and |b₂| Y are |b₁ × b₂| |b₂ × b₃| times the cosine and the sine of φ.
- `torsionAngle_rotation`: with `Q.det = 1`, φ is unchanged.
- `torsionAngle_reflection`: with `Q.det = -1` and φ different from π, φ changes sign.
- `torsionAngle_reverse`: φ is the same from either end of the chain.

The sign convention is fixed by the order of the bonds, each pointing from one atom to the next. As a check, take b₁ = (−1, 0, 0), b₂ = (0, 0, 1) and b₃ = (cos α, sin α, 0) with α in (−π, π]. Then X = cos α and Y = sin α, so φ = α. The cis arrangement has φ = 0, the trans arrangement has φ = π, and a positive angle is a clockwise turn when one looks along b₂ from the second atom to the third.

If either pair of successive bonds is collinear, z = 0 and Mathlib's `Complex.arg` returns 0; the theorems remain true there, but this 0 says nothing about the geometry.

The file works with real numbers and with bond vectors as given. Atomic positions do not appear, although a common translation of the atoms drops out as soon as differences are taken. Rounding errors, and the derivatives of φ that the forces need, are not treated.

### How Lean carries out the algebra

`len_sq` removes the square roots: a sum of squares is non-negative, so squaring its root returns it. After three uses of this lemma, `torsion_identity` is a polynomial identity in nine components. The proof expands the products with `simp` and closes the goal with `ring`. This replaces the route through n₁ × n₂ = Y b₂ by direct expansion, which is tedious for a person and quick for a machine.

`dot_orthogonal` moves one matrix across the scalar product and uses `hQ`, as in the derivation. In `cross_orthogonal`, the intermediate claim `key` is the relation Mᵀ(Ma × Mb) = det M (a × b), checked component by component and without orthogonality. Orthogonality enters afterwards: `hQ'` supplies QQᵀ = 1, and the `calc` block inserts this product in front of Qa × Qb and applies `key`.

`orthogonal_transformation` first obtains (det Q)² = 1 by taking determinants of `hQ`. For X, it pulls the two factors det Q out of the scalar product and cancels them. For Y, there is only one such factor, and it stays.

In `torsion_cos_sin`, the claim `hn` is |z| = |n₁| |n₂|. It is proved by comparing squares of non-negative numbers, with `torsion_identity` supplying the equality of the squares. Mathlib's polar-form lemmas for complex numbers then give both formulas.

The rotation theorem substitutes the unchanged X, Y and |b₂| into the definition of the angle. The reflection theorem shows in `hc` that z becomes its conjugate, comparing real and imaginary parts, and then applies `Complex.arg_conj`. That lemma distinguishes the case φ = π, which is where the hypothesis `hπ` is used. The reversal theorem checks X, Y and |b₂| separately by expansion.

### The torsion step in a simulation code

In a program the whole computation takes three lines:

```
n1 = cross(b1, b2)
n2 = cross(b2, b3)
phi = atan2(norm(b2) * dot(b1, n2), dot(n1, n2))
```

Neither normal has to be normalised, because the common factor |n₁| |n₂| does not affect the argument. The alternative acos(X / (|n₁| |n₂|)) loses the sign of φ, and rounding can push its argument slightly outside [−1, 1].

For a classical force field with a torsional energy V(φ) for each set of three successive bonds, the rotation theorem means that this energy does not depend on how the molecule is oriented. If V is even, as for a cosine series with phases 0 and π only, mirror images also receive the same torsional energy. A term meant to favour one handedness needs a part that is odd in φ.

### The same argument for bond angles

For two vectors a and b drawn from the middle atom to its two neighbours (a = −b₁ and b = b₂ at the second atom of the chain), Lagrange's identity

(a · b)² + |a × b|² = |a|² |b|²

plays the part of the torsion identity, and the angle between them is atan2(|a × b|, a · b) when neither is zero. An orthogonal Q keeps a · b and turns a × b into det Q · Q(a × b), so the length |a × b| is unchanged for both signs of the determinant. A bond angle is therefore the same in a molecule and its mirror image, whereas a torsion angle other than 0 and π, taken over the corresponding atoms, changes sign. This alone does not make the molecule chiral: staggered ethane has H–C–C–H torsions of both signs and coincides with its mirror image. I give this companion result by hand only; the file deals with torsions.
